# Orthonormalised basis projection maximises the overlap with the old orbitals

For a positive definite matrix \(M\), the equation \(R^2=M^{-1}\) generally has more than one solution \(R\), so a formal statement about \(M^{-1/2}\) should say which one is meant. Here it is built from the eigenvalues: diagonalise \(M\), replace each eigenvalue \(\lambda_i\) by \(1/\sqrt{\lambda_i}\), and transform back. The file then proves that the result is positive semidefinite and squares to \(M^{-1}\).

## The identity and the bound

Let \(S_{22}\) be the overlap matrix of the new basis, \(S_{21}\) the overlap between new and old basis functions, and \(C_1\) the coefficients of \(N\) old orbitals. Define

\[
Y=S_{22}^{-1}S_{21}C_1,\qquad M=Y^\dagger S_{22}Y,\qquad G=YM^{-1/2}.
\]

If \(S_{22}\) and \(M\) are positive definite, then \(G^\dagger S_{22}G=1\), and for every \(N\)-column \(C\) with \(C^\dagger S_{22}C=1\),

\[
\|C^\dagger S_{21}C_1\|_F^2\le \operatorname{Tr}M=\|G^\dagger S_{21}C_1\|_F^2 ,
\]

where \(\|A\|_F^2=\sum_{ij}|A_{ij}|^2\). Equality holds exactly when \(C=GU\) with \(U\) unitary.

## Where the construction can be used

The step can supply starting orbitals for a single-determinant SCF calculation in a finite basis, after a change of basis set or after the atoms, and the basis functions centred on them, have moved in a dynamics run. One way to carry it out is:

1. Form \(B=S_{21}C_1\) and solve \(S_{22}Y=B\) by Cholesky factorisation, without an explicit inverse.
2. Form the \(N\times N\) matrix \(M=Y^\dagger B\) and diagonalise it.
3. Check its smallest eigenvalue, then set \(C=YM^{-1/2}\).

Orthonormalising \(Y\) with a Cholesky factor of \(M\) instead also gives a maximiser, equal to \(G\) up to a unitary rotation. With equal occupations, both give the same density matrix, which is \(CC^\dagger\) times the common occupation number.

## Derivation

By definition \(S_{22}Y=S_{21}C_1\), so the cross overlap of an orthonormal \(C\) is \(K=C^\dagger S_{21}C_1=C^\dagger S_{22}Y\). Let \(D=Y-CK\) be the part of \(Y\) that \(C\) misses. Since \(S_{22}\) is Hermitian, \(Y^\dagger S_{22}C=K^\dagger\), and

\[
D^\dagger S_{22}D=M-K^\dagger K-K^\dagger K+K^\dagger(C^\dagger S_{22}C)K=M-K^\dagger K .
\]

Taking the trace gives a Pythagorean identity:

\[
\|K\|_F^2+\operatorname{Tr}D^\dagger S_{22}D=\operatorname{Tr}M .
\]

With \(d_j\) the columns of \(D\), the second term is \(\sum_j d_j^\dagger S_{22}d_j\ge 0\), and it vanishes only for \(D=0\). This proves the bound.

For attainment, write \(R=M^{-1/2}\), so \(R^\dagger=R\) and \(MR^2=1\). Since \(R\) is then a two-sided inverse of \(MR\), we get \(G^\dagger S_{22}G=RMR=1\). The cross overlap of \(G\) is \(RY^\dagger S_{22}Y=RM\), and its squared norm is \(\operatorname{Tr}(MR\,RM)=\operatorname{Tr}M\).

If some \(C\) reaches the maximum, then \(D=0\), so \(Y=CK\) and \(G=CV\) with \(V=KR\). Orthonormality of both sets gives \(V^\dagger V=1\), hence \(C=GV^\dagger\). Conversely, replacing \(G\) by \(GU\) multiplies the cross overlap by \(U^\dagger\) from the left, which leaves its norm unchanged.

**A worked instance.** Take one old orbital and two new basis functions, with

\[
S_{22}=\begin{pmatrix}1&\tfrac12\\ \tfrac12&1\end{pmatrix},\qquad
S_{21}C_1=\begin{pmatrix}\tfrac34\\ \tfrac34\end{pmatrix}.
\]

Then \(Y=(\tfrac12,\tfrac12)^T\), \(M=\tfrac34\) and \(G=(1,1)^T/\sqrt3\). The overlap of \(G\) with the old orbital is \(\sqrt3/2\), whose square is \(\tfrac34\). The normalised competitor \(C=(1,0)^T\) captures only \(\tfrac9{16}\). Its residual \(D=(-\tfrac14,\tfrac12)^T\) has squared length \(\tfrac3{16}\), which makes up the difference.

## The Lean file

```lean
import Mathlib

open Matrix
open scoped ComplexOrder

namespace BasisProjectionGuess

noncomputable section

variable {𝕜 m k n : Type*} [RCLike 𝕜] [Fintype m] [DecidableEq m] [Fintype k]
  [Fintype n] [DecidableEq n]

/-- The squared Frobenius norm: the sum of the squared moduli of all entries. -/
def frobSq {a b : Type*} [Fintype a] [Fintype b] (A : Matrix a b 𝕜) : ℝ :=
  ∑ i, ∑ j, ‖A i j‖ ^ 2

/-- The old orbitals `C1` projected onto the new basis, `Y = S22⁻¹ S21 C1`. -/
def projected (S22 : Matrix m m 𝕜) (S21 : Matrix m k 𝕜) (C1 : Matrix k n 𝕜) :
    Matrix m n 𝕜 := S22⁻¹ * S21 * C1

/-- The overlap matrix of the projected orbitals, `M = Yᴴ S22 Y`. -/
def projGram (S22 : Matrix m m 𝕜) (S21 : Matrix m k 𝕜) (C1 : Matrix k n 𝕜) :
    Matrix n n 𝕜 := (projected S22 S21 C1)ᴴ * S22 * projected S22 S21 C1

/-- The matrix obtained from the Hermitian matrix `M` by keeping its eigenvectors and replacing
each eigenvalue `λ` by `1/√λ` if `λ > 0` and by `0` otherwise. For positive definite `M` this
is `M^(-1/2)`. -/
def invSqrt (M : Matrix n n 𝕜) (hM : M.IsHermitian) : Matrix n n 𝕜 :=
  (hM.eigenvectorUnitary : Matrix n n 𝕜) *
    diagonal (fun i => (((√(hM.eigenvalues i))⁻¹ : ℝ) : 𝕜)) *
    star (hM.eigenvectorUnitary : Matrix n n 𝕜)

/-- The initial guess in the new basis, `C = Y M^(-1/2)`. -/
def guess (S22 : Matrix m m 𝕜) (S21 : Matrix m k 𝕜) (C1 : Matrix k n 𝕜)
    (hM : (projGram S22 S21 C1).PosDef) : Matrix m n 𝕜 :=
  projected S22 S21 C1 * invSqrt (projGram S22 S21 C1) hM.isHermitian

/-- For positive definite `M`, the matrix `M^(-1/2)` is positive semidefinite and its
square is `M⁻¹`. -/
theorem invSqrt_spec {M : Matrix n n 𝕜} (hM : M.PosDef) :
    (invSqrt M hM.isHermitian).PosSemidef ∧
      invSqrt M hM.isHermitian * invSqrt M hM.isHermitian = M⁻¹ := by
  constructor
  · unfold invSqrt
    rw [star_eq_conjTranspose]
    refine (PosSemidef.diagonal (fun i => ?_)).mul_mul_conjTranspose_same _
    exact RCLike.ofReal_nonneg.mpr (inv_nonneg.mpr (Real.sqrt_nonneg _))
  · symm
    apply Matrix.inv_eq_right_inv
    have key : ∀ U V L D : Matrix n n 𝕜, V * U = 1 → L * (D * D) = 1 →
        (U * L * V) * ((U * D * V) * (U * D * V)) = 1 := by
      intro U V L D h1 h2
      calc (U * L * V) * ((U * D * V) * (U * D * V))
          = U * (L * ((V * U) * D * ((V * U) * D))) * V := by
            simp only [Matrix.mul_assoc]
        _ = 1 := by
            rw [h1, Matrix.one_mul, h2, Matrix.mul_one]
            exact mul_eq_one_comm.mp h1
    -- the spectral decomposition of M
    have hs := hM.isHermitian.spectral_theorem
    rw [Unitary.conjStarAlgAut_apply] at hs
    refine (congrArg (· * (invSqrt M hM.isHermitian * invSqrt M hM.isHermitian)) hs).trans ?_
    refine key _ _ _ _ (mem_unitaryGroup_iff'.mp hM.isHermitian.eigenvectorUnitary.2) ?_
    rw [diagonal_mul_diagonal, diagonal_mul_diagonal, ← diagonal_one]
    congr 1
    funext i
    have hp := hM.eigenvalues_pos i
    have hr : hM.isHermitian.eigenvalues i * ((√(hM.isHermitian.eigenvalues i))⁻¹ *
        (√(hM.isHermitian.eigenvalues i))⁻¹) = 1 := by
      rw [← mul_inv, Real.mul_self_sqrt hp.le, mul_inv_cancel₀ hp.ne']
    have hc := congrArg (fun r : ℝ => (r : 𝕜)) hr
    simpa only [RCLike.ofReal_mul, RCLike.ofReal_one, Function.comp_apply] using hc

/-- The squared Frobenius norm of `A` is the trace of `Aᴴ A`. -/
theorem frobSq_eq {a b : Type*} [Fintype a] [Fintype b] (A : Matrix a b 𝕜) :
    frobSq A = RCLike.re (Aᴴ * A).trace := by
  unfold frobSq
  rw [Finset.sum_comm]
  simp only [Matrix.trace, Matrix.diag_apply, Matrix.mul_apply, conjTranspose_apply, map_sum]
  refine Finset.sum_congr rfl fun j _ => Finset.sum_congr rfl fun i _ => ?_
  rw [← starRingEnd_apply, RCLike.conj_mul, ← RCLike.ofReal_pow, RCLike.ofReal_re]

omit [Fintype n] [DecidableEq n] in
/-- The projected orbitals solve the linear equations `S22 Y = S21 C1`. -/
theorem metric_mul_projected {S22 : Matrix m m 𝕜} (hS : S22.PosDef)
    (S21 : Matrix m k 𝕜) (C1 : Matrix k n 𝕜) :
    S22 * projected S22 S21 C1 = S21 * C1 := by
  have hu : IsUnit S22.det := (Matrix.isUnit_iff_isUnit_det _).mp hS.isUnit
  unfold projected
  rw [← Matrix.mul_assoc, ← Matrix.mul_assoc, mul_nonsing_inv _ hu, Matrix.one_mul]

omit [DecidableEq m] in
/-- Pythagoras in the metric `S`: the squared overlap of `Y` with orthonormal orbitals `C`, plus the
squared length of the part of `Y` outside their span, is the total squared length of `Y`. -/
theorem overlap_add_residual {S : Matrix m m 𝕜} (hS : S.IsHermitian)
    {C : Matrix m n 𝕜} (hC : Cᴴ * S * C = 1) (Y : Matrix m n 𝕜) :
    frobSq (Cᴴ * S * Y) + RCLike.re ((Y - C * (Cᴴ * S * Y))ᴴ * S *
      (Y - C * (Cᴴ * S * Y))).trace = RCLike.re (Yᴴ * S * Y).trace := by
  obtain ⟨K, hK⟩ : ∃ K, K = Cᴴ * S * Y := ⟨_, rfl⟩
  have hK' : Yᴴ * S * C = Kᴴ := by
    rw [hK, conjTranspose_mul, conjTranspose_mul, conjTranspose_conjTranspose, hS.eq,
      Matrix.mul_assoc]
  rw [← hK]
  have h : (Y - C * K)ᴴ * S * (Y - C * K) = Yᴴ * S * Y - Kᴴ * K := by
    calc (Y - C * K)ᴴ * S * (Y - C * K)
        = Yᴴ * S * Y - (Yᴴ * S * C) * K - Kᴴ * (Cᴴ * S * Y) + Kᴴ * (Cᴴ * S * C) * K := by
          simp only [conjTranspose_sub, conjTranspose_mul, Matrix.sub_mul, Matrix.mul_sub,
            Matrix.mul_assoc]
          abel
      _ = Yᴴ * S * Y - Kᴴ * K := by
          rw [hK', ← hK, hC, Matrix.mul_one]
          abel
  rw [h, frobSq_eq, trace_sub, map_sub]
  ring

omit [DecidableEq m] [DecidableEq n] in
/-- In a positive definite metric the total squared length of a set of orbitals is
nonnegative, and it is zero only if all of them vanish. -/
theorem residual_nonneg {S : Matrix m m 𝕜} (hS : S.PosDef) (D : Matrix m n 𝕜) :
    0 ≤ RCLike.re (Dᴴ * S * D).trace ∧
      (RCLike.re (Dᴴ * S * D).trace = 0 → D = 0) := by
  have hj : ∀ j, (Dᴴ * S * D) j j = star (fun i => D i j) ⬝ᵥ (S *ᵥ fun i => D i j) := by
    intro j
    rw [Matrix.mul_assoc]
    rfl
  have hpos : ∀ j, (fun i => D i j) ≠ 0 → 0 < RCLike.re ((Dᴴ * S * D) j j) := by
    intro j h
    rw [hj]
    exact (RCLike.pos_iff.mp (hS.dotProduct_mulVec_pos h)).1
  have hnn : ∀ j, 0 ≤ RCLike.re ((Dᴴ * S * D) j j) := by
    intro j
    by_cases h : (fun i => D i j) = 0
    · rw [hj, h]
      simp
    · exact (hpos j h).le
  simp only [Matrix.trace, Matrix.diag_apply, map_sum]
  refine ⟨Finset.sum_nonneg fun j _ => hnn j, fun h0 => ?_⟩
  have hz := (Finset.sum_eq_zero_iff_of_nonneg fun j _ => hnn j).mp h0
  ext i j
  by_contra hne
  exact (hpos j fun h => hne (congrFun h i)).ne' (hz j (Finset.mem_univ j))

/-- The guess `C = Y M^(-1/2)` is orthonormal in the new basis, its squared overlap with the
old orbitals is `Tr M`, and no orthonormal set of as many orbitals has a larger one. -/
theorem guess_maximizes_overlap {S22 : Matrix m m 𝕜} (hS : S22.PosDef)
    (S21 : Matrix m k 𝕜) (C1 : Matrix k n 𝕜) (hM : (projGram S22 S21 C1).PosDef) :
    (guess S22 S21 C1 hM)ᴴ * S22 * guess S22 S21 C1 hM = 1 ∧
    frobSq ((guess S22 S21 C1 hM)ᴴ * S21 * C1) = RCLike.re (projGram S22 S21 C1).trace ∧
    ∀ C : Matrix m n 𝕜, Cᴴ * S22 * C = 1 →
      frobSq (Cᴴ * S21 * C1) ≤ RCLike.re (projGram S22 S21 C1).trace := by
  have key : ∀ R : Matrix n n 𝕜, Rᴴ = R → projGram S22 S21 C1 * (R * R) = 1 →
      (projected S22 S21 C1 * R)ᴴ * S22 * (projected S22 S21 C1 * R) = 1 ∧
      frobSq ((projected S22 S21 C1 * R)ᴴ * S21 * C1) =
        RCLike.re (projGram S22 S21 C1).trace := by
    intro R hR h1
    constructor
    · have h2 : R * (projGram S22 S21 C1 * R) = 1 :=
        mul_eq_one_comm.mp (by rw [Matrix.mul_assoc]; exact h1)
      rw [← h2, conjTranspose_mul, hR]
      simp only [projGram, Matrix.mul_assoc]
    · -- the cross overlap of Y R is R M
      have h3 : (projected S22 S21 C1 * R)ᴴ * S21 * C1 = R * projGram S22 S21 C1 := by
        rw [Matrix.mul_assoc, ← metric_mul_projected hS S21 C1, conjTranspose_mul, hR]
        simp only [projGram, Matrix.mul_assoc]
      have h4 : projGram S22 S21 C1 * R * (R * projGram S22 S21 C1) =
          projGram S22 S21 C1 := by
        rw [Matrix.mul_assoc, ← Matrix.mul_assoc R, ← Matrix.mul_assoc, h1, Matrix.one_mul]
      rw [h3, frobSq_eq, conjTranspose_mul, hR, hM.isHermitian.eq, h4]
  have hu : IsUnit (projGram S22 S21 C1).det :=
    (Matrix.isUnit_iff_isUnit_det _).mp hM.isUnit
  obtain ⟨ho, hv⟩ := key _ (invSqrt_spec hM).1.isHermitian.eq
    (by rw [(invSqrt_spec hM).2, mul_nonsing_inv _ hu])
  refine ⟨ho, hv, fun C hC => ?_⟩
  have hp := overlap_add_residual hS.isHermitian hC (projected S22 S21 C1)
  have hr := (residual_nonneg hS
    (projected S22 S21 C1 - C * (Cᴴ * S22 * projected S22 S21 C1))).1
  rw [Matrix.mul_assoc Cᴴ S21 C1, ← metric_mul_projected hS, ← Matrix.mul_assoc]
  unfold projGram
  linarith

/-- An orthonormal set of orbitals reaches the maximal overlap `Tr M` exactly when it is a
unitary rotation of the guess `Y M^(-1/2)`. -/
theorem overlap_eq_max_iff {S22 : Matrix m m 𝕜} (hS : S22.PosDef)
    (S21 : Matrix m k 𝕜) (C1 : Matrix k n 𝕜) (hM : (projGram S22 S21 C1).PosDef)
    {C : Matrix m n 𝕜} (hC : Cᴴ * S22 * C = 1) :
    frobSq (Cᴴ * S21 * C1) = RCLike.re (projGram S22 S21 C1).trace ↔
      ∃ U ∈ unitaryGroup n 𝕜, C = guess S22 S21 C1 hM * U := by
  obtain ⟨ho, hv, -⟩ := guess_maximizes_overlap hS S21 C1 hM
  constructor
  · intro h
    rw [Matrix.mul_assoc Cᴴ S21 C1, ← metric_mul_projected hS, ← Matrix.mul_assoc] at h
    have hp := overlap_add_residual hS.isHermitian hC (projected S22 S21 C1)
    unfold projGram at h
    -- no part of Y lies outside the span of C
    have hD := sub_eq_zero.mp ((residual_nonneg hS
      (projected S22 S21 C1 - C * (Cᴴ * S22 * projected S22 S21 C1))).2 (by linarith))
    obtain ⟨V, hV⟩ : ∃ V : Matrix n n 𝕜, guess S22 S21 C1 hM = C * V :=
      ⟨(Cᴴ * S22 * projected S22 S21 C1) * invSqrt _ hM.isHermitian, by
        rw [← Matrix.mul_assoc, ← hD]; rfl⟩
    have hVV : Vᴴ * V = 1 := by
      rw [hV] at ho
      calc Vᴴ * V = Vᴴ * (Cᴴ * S22 * C) * V := by rw [hC, Matrix.mul_one]
        _ = (C * V)ᴴ * S22 * (C * V) := by
            simp only [conjTranspose_mul, Matrix.mul_assoc]
        _ = 1 := ho
    refine ⟨Vᴴ, ?_, ?_⟩
    · rw [mem_unitaryGroup_iff, star_eq_conjTranspose, conjTranspose_conjTranspose]
      exact hVV
    · rw [hV, Matrix.mul_assoc, mul_eq_one_comm.mp hVV, Matrix.mul_one]
  · rintro ⟨U, hU, hCU⟩
    have hUU : U * Uᴴ = 1 := mem_unitaryGroup_iff.mp hU
    -- a unitary rotation does not change the Frobenius norm
    have hrot : ∀ A : Matrix n n 𝕜, frobSq (Uᴴ * A) = frobSq A := by
      intro A
      rw [frobSq_eq, frobSq_eq, conjTranspose_mul, conjTranspose_conjTranspose,
        Matrix.mul_assoc, ← Matrix.mul_assoc U, hUU, Matrix.one_mul]
    rw [← hv, hCU, conjTranspose_mul, Matrix.mul_assoc, Matrix.mul_assoc, hrot,
      Matrix.mul_assoc]

end

end BasisProjectionGuess
```

```lean
#print axioms BasisProjectionGuess.guess_maximizes_overlap
-- 'BasisProjectionGuess.guess_maximizes_overlap' depends on axioms: [propext, Classical.choice, Quot.sound]
#print axioms BasisProjectionGuess.overlap_eq_max_iff
-- 'BasisProjectionGuess.overlap_eq_max_iff' depends on axioms: [propext, Classical.choice, Quot.sound]
```

## Reading the statements and the proof

The index types `m`, `k` and `n` label new basis functions, old basis functions and orbitals. The scalars `𝕜` are real or complex, and `ᴴ` is the conjugate transpose. `projected`, `projGram` and `guess` are \(Y\), \(M\) and \(G\). `RCLike.re` turns the trace of \(M\), already real because \(M\) is Hermitian, into an element of `ℝ`.

`invSqrt_spec` uses the spectral theorem and \(\lambda_i(1/\sqrt{\lambda_i})^2=1\). `frobSq_eq` rewrites the norm as a trace, and `metric_mul_projected` is \(S_{22}Y=S_{21}C_1\). `overlap_add_residual` is the Pythagorean identity, and `residual_nonneg` treats the residual column by column. `guess_maximizes_overlap` combines them, with `linarith` dropping the nonnegative term. `overlap_eq_max_iff` characterises the maximisers.

One technique is worth reusing. Inside `guess_maximizes_overlap`, the auxiliary `key` is proved for any `R` with `Rᴴ = R` and `projGram S22 S21 C1 * (R * R) = 1`. The algebra therefore never sees eigenvectors, and `invSqrt_spec` supplies the two properties at the end.

## Hypotheses and limits

For the bound, positive definiteness of \(S_{22}\) cannot be weakened to mere invertibility. Take \(S_{22}=\operatorname{diag}(1,-1)\) and \(S_{21}C_1=(1,0)^T\), so that \(M=1\). The vector \(C=(\tfrac54,\tfrac34)^T\) satisfies \(C^TS_{22}C=1\), yet its squared overlap is \(\tfrac{25}{16}>1\). This is a purely algebraic example, since no set of basis functions has such an overlap matrix: a true overlap matrix is always positive semidefinite, and it is positive definite exactly when the basis functions are linearly independent.

Positive definiteness of \(M\) is needed for the construction. If a single old orbital is orthogonal to the whole new basis, then \(Y=0\), and no rescaling makes it normalised. More generally, the hypothesis says that the projected orbitals are linearly independent.

Both conditions are assumed, not derived from a basis set or a geometry. The old orbitals need not be orthonormal, and the old basis's own overlap matrix never appears. The theorems concern exact arithmetic and overlap alone: they do not say that the guess has a low energy or that the SCF iteration converges from it.
